# A perturbation smaller than the gap margin leaves the electron number at fixed μ unchanged

Suppose every occupied orbital of a one-electron Hamiltonian H lies at least g below the chemical potential μ and every empty one at least g above it. If H changes to H', and no normalised state has its energy shifted by g or more, then filling H' up to the same μ gives the same number of electrons.

More generally, let idempotents P and Q separate the low-energy from the high-energy states of H and H' at the same μ, with margins g and g' on either side of it. If

|Re⟨v,(H'−H)v⟩| < (g + g')‖v‖² for every v ≠ 0,

then tr P = tr Q. The statement above is the case g' = 0. For mean-field or tight-binding electrons at zero temperature in a finite basis, this gives a sufficient condition for a density-matrix calculation at fixed μ to keep its electron count as the Hamiltonian changes.

## Counting occupied states by hand

An idempotent P splits the space into its range, where it acts as the identity, and its kernel, where it gives zero. Its trace is therefore the dimension of its range, rank P.

Suppose some v ≠ 0 is occupied for H and empty for H', so that Pv = v and Qv = 0. The margins give

Re⟨v,Hv⟩ ≤ (μ − g)‖v‖²
Re⟨v,H'v⟩ ≥ (μ + g')‖v‖².

Subtracting the first from the second,

Re⟨v,(H'−H)v⟩ ≥ (g + g')‖v‖²,

which contradicts the bound on the perturbation. Only v = 0 lies in both range P and ker Q, so Q maps range P injectively into range Q, and rank P ≤ rank Q.

For the reverse inequality, take w ≠ 0 with Qw = w and Pw = 0. Now

Re⟨w,H'w⟩ ≤ (μ − g')‖w‖²
Re⟨w,Hw⟩ ≥ (μ + g)‖w‖²,

so Re⟨w,(H'−H)w⟩ ≤ −(g + g')‖w‖², which is excluded as well. Hence rank Q ≤ rank P, and the traces agree.

## Fixed μ from one geometry to the next

In grand-canonical purification, a matrix ½I − α(H − μI), with α > 0 small enough to put its eigenvalues in [0,1], is iterated with X ↦ 3X² − 2X³. Eigenvalues above ½ go to 1 and those below ½ go to 0, so μ is the input and the trace is the resulting electron number.

Take a gap of 0.2 hartree with μ at its centre, so g = 0.1 hartree. If the atoms move and the Hamiltonian, in an orthonormal basis, changes by 0.03 hartree in operator norm, its levels move by at most that amount. The new spectral projector then separates the levels at the same μ, and its trace is the old one. This concerns the exact projector. A truncated, finite-precision iteration in general delivers only an approximate idempotent, whose error has to be estimated separately.

## Energies and margins in Lean

The space `E` is a real or complex inner-product space.

```lean
import Mathlib

open Module

namespace GrandCanonicalPurification

noncomputable section

variable {𝕜 E : Type*} [RCLike 𝕜] [NormedAddCommGroup E] [InnerProductSpace 𝕜 E]
```

`expect T v` is the real part of ⟨v,Tv⟩ for an unnormalised v. The usual expectation value is this number divided by ‖v‖².

```lean
/-- The real part of the quadratic form `⟨v, T v⟩` of an operator `T`. -/
def expect (T : E →ₗ[𝕜] E) (v : E) : ℝ := RCLike.re (inner 𝕜 v (T v))
```

`Fills μ g H P` contains the idempotency of P and the two energy bounds. For unit vectors they read: energy at most μ − g on the range, at least μ + g on the kernel. The margin g is thus measured from μ to either side, and the two sides together leave a window of width 2g.

Despite its name, `Fills` does not require P to commute with H, nor P or H to be Hermitian. The spectral projector of a Hermitian H with no level strictly between μ − g and μ + g is the case of interest.

```lean
/-- The idempotent `P` fills the levels of `H` below the chemical potential `μ` with margin `g`:
the form of `H - μ` is at most `-g ‖v‖²` on the range of `P` and at least `g ‖v‖²` on its kernel. -/
structure Fills (μ g : ℝ) (H P : E →ₗ[𝕜] E) : Prop where
  idem : ∀ v, P (P v) = P v
  below : ∀ v, P v = v → expect H v - μ * ‖v‖ ^ 2 ≤ -g * ‖v‖ ^ 2
  above : ∀ v, P v = 0 → g * ‖v‖ ^ 2 ≤ expect H v - μ * ‖v‖ ^ 2
```

The next lemma is the subtraction used in the derivation.

```lean
/-- The quadratic form of a difference of operators is the difference of their forms. -/
theorem expect_sub (S T : E →ₗ[𝕜] E) (v : E) :
    expect (S - T) v = expect S v - expect T v := by
  simp only [expect, LinearMap.sub_apply, inner_sub_right, map_sub]
```

## Equal ranks, hence equal traces

From here on, the space is finite-dimensional. Mathlib's `LinearMap.IsProj` describes a projection onto a subspace, and its trace is the dimension of that subspace. Orbitals here are spin orbitals; for doubly occupied spatial orbitals the electron number is twice the trace.

```lean
variable [FiniteDimensional 𝕜 E] {μ g g' : ℝ} {H H' P Q : E →ₗ[𝕜] E}

/-- The trace of an idempotent density operator is the number of orbitals it occupies,
the dimension of its range. -/
theorem trace_eq_rank (hP : ∀ v, P (P v) = P v) :
    LinearMap.trace 𝕜 E P = (finrank 𝕜 (LinearMap.range P) : 𝕜) := by
  have h : LinearMap.IsProj (LinearMap.range P) P :=
    ⟨fun x => LinearMap.mem_range_self P x, fun x hx => by
      obtain ⟨y, rfl⟩ := hx
      exact hP y⟩
  exact h.trace
```

The one-sided comparison needs only an upper bound on the energy change. `key` is the contradiction for a state occupied for H and empty for H'; `linarith` adds the three inequalities. The map `f` is Q restricted to the range of P, and its injectivity compares the dimensions.

```lean
/-- If `P` and `Q` fill the levels of `H` and `H'` below the same `μ` with margins `g` and `g'`,
and passing from `H` to `H'` raises the form at every nonzero `v` by less than `(g + g') ‖v‖²`,
then `Q` occupies at least as many orbitals as `P`. -/
theorem rank_le_of_raise_lt (hP : Fills μ g H P) (hQ : Fills μ g' H' Q)
    (hD : ∀ v, v ≠ 0 → expect (H' - H) v < (g + g') * ‖v‖ ^ 2) :
    finrank 𝕜 (LinearMap.range P) ≤ finrank 𝕜 (LinearMap.range Q) := by
  -- no nonzero vector is occupied for `H` and empty for `H'`
  have key : ∀ v, P v = v → Q v = 0 → v = 0 := by
    intro v hv hv0
    by_contra hne
    have h1 := hP.below v hv
    have h2 := hQ.above v hv0
    have h3 := hD v hne
    rw [expect_sub] at h3
    linarith
  -- hence `Q` is injective on the range of `P`
  let f : LinearMap.range P →ₗ[𝕜] LinearMap.range Q :=
    Q.rangeRestrict ∘ₗ (LinearMap.range P).subtype
  have hf : Function.Injective f := by
    refine (injective_iff_map_eq_zero f).2 ?_
    rintro ⟨x, hx⟩ h
    have hQx : Q x = 0 := congrArg Subtype.val h
    have hPx : P x = x := by
      obtain ⟨y, rfl⟩ := hx
      exact hP.idem y
    exact Subtype.ext (key x hPx hQx)
  exact LinearMap.finrank_le_finrank_of_injective hf
```

The two-sided bound allows the lemma to be used twice, the second time with the systems exchanged. No sign is imposed on g or g' separately, but in a nonzero space the strict bound forces g + g' > 0.

```lean
/-- If `P` and `Q` fill the levels of `H` and `H'` below the same `μ` with margins `g` and `g'`,
and the form of `H' - H` is smaller in modulus than `(g + g') ‖v‖²` at every nonzero `v`,
then `P` and `Q` have the same electron number. -/
theorem trace_eq_of_margins (hP : Fills μ g H P) (hQ : Fills μ g' H' Q)
    (hD : ∀ v, v ≠ 0 → |expect (H' - H) v| < (g + g') * ‖v‖ ^ 2) :
    LinearMap.trace 𝕜 E P = LinearMap.trace 𝕜 E Q := by
  have h1 := rank_le_of_raise_lt hP hQ fun v hv => (abs_lt.1 (hD v hv)).2
  have h2 := rank_le_of_raise_lt hQ hP fun v hv => by
    have h := (abs_lt.1 (hD v hv)).1
    rw [expect_sub] at h ⊢
    linarith
  rw [trace_eq_rank hP.idem, trace_eq_rank hQ.idem, le_antisymm h1 h2]
```

Setting g' = 0 gives the opening statement. Margin zero alone would allow H' a level at μ. For Hermitian H and H' the strict bound on the perturbation rules this out, since every level then moves by less than g.

```lean
/-- Let `P` fill the levels of `H` below `μ` with margin `g`, and let `Q` fill those of `H'` with
margin zero. If the form of `H' - H` is smaller in modulus than `g ‖v‖²` at every nonzero `v`,
then `P` and `Q` have the same electron number. -/
theorem trace_eq_of_perturbation_lt_gap (hP : Fills μ g H P) (hQ : Fills μ 0 H' Q)
    (hD : ∀ v, v ≠ 0 → |expect (H' - H) v| < g * ‖v‖ ^ 2) :
    LinearMap.trace 𝕜 E P = LinearMap.trace 𝕜 E Q :=
  trace_eq_of_margins hP hQ (by simpa only [add_zero] using hD)
```

For a sequence of Hamiltonians `K k` with a common margin g, assumed at every step, each change may be as large as 2g, exclusive, in operator norm. Induction joins the steps, and Cauchy–Schwarz supplies

|Re⟨v,Dv⟩| ≤ ‖D‖‖v‖², with D = K(k+1) − K(k).

The total change along the sequence is not restricted.

```lean
/-- Along a sequence of Hamiltonians whose levels are filled below a fixed `μ` with margin `g`,
and whose successive differences have operator norm below `2 g`, the electron number is constant. -/
theorem trace_constant_along_sequence (K : ℕ → E →L[𝕜] E) (R : ℕ → E →ₗ[𝕜] E)
    (hR : ∀ k, Fills μ g (K k : E →ₗ[𝕜] E) (R k))
    (hK : ∀ k, ‖K (k + 1) - K k‖ < 2 * g) (n : ℕ) :
    LinearMap.trace 𝕜 E (R n) = LinearMap.trace 𝕜 E (R 0) := by
  induction n with
  | zero => rfl
  | succ k ih =>
    rw [← ih]
    refine (trace_eq_of_margins (hR k) (hR (k + 1)) fun v hv => ?_).symm
    have hpos : 0 < ‖v‖ := norm_pos_iff.2 hv
    -- Cauchy-Schwarz bounds the form by the operator norm
    calc |RCLike.re (inner 𝕜 v ((K (k + 1) - K k) v))|
        ≤ ‖inner 𝕜 v ((K (k + 1) - K k) v)‖ := RCLike.abs_re_le_norm _
      _ ≤ ‖v‖ * ‖(K (k + 1) - K k) v‖ := norm_inner_le_norm _ _
      _ ≤ ‖v‖ * (‖K (k + 1) - K k‖ * ‖v‖) := by
          gcongr
          exact ContinuousLinearMap.le_opNorm _ _
      _ = ‖K (k + 1) - K k‖ * ‖v‖ ^ 2 := by ring
      _ < (g + g) * ‖v‖ ^ 2 :=
          mul_lt_mul_of_pos_right (by linarith [hK k]) (by positivity)
```

## Two levels with a coupling

`twoLevel a b c` is the symmetric matrix with rows (a, b) and (b, c). It serves for both Hamiltonians and projectors.

```lean
/-- The operator of a real two-level system with diagonal entries `a`, `c` and coupling `b`. -/
def twoLevel (a b c : ℝ) : EuclideanSpace ℝ (Fin 2) →ₗ[ℝ] EuclideanSpace ℝ (Fin 2) where
  toFun v := !₂[a * v 0 + b * v 1, b * v 0 + c * v 1]
  map_add' v w := by
    ext i
    fin_cases i <;> simp <;> ring
  map_smul' t v := by
    ext i
    fin_cases i <;> simp <;> ring

/-- The quadratic form of a two-level operator in terms of the two amplitudes. -/
theorem expect_twoLevel (a b c : ℝ) (v : EuclideanSpace ℝ (Fin 2)) :
    expect (twoLevel a b c) v = a * v 0 ^ 2 + 2 * b * v 0 * v 1 + c * v 1 ^ 2 := by
  simp [expect, twoLevel, PiLp.inner_apply, Fin.sum_univ_two]
  ring
```

The following lemma reduces `Fills` at μ = 0 to conditions on numbers: `h1`, `h2` and `h3` are the entries of P² = P, while `hb` and `ha` are the energy bounds on range and kernel.

```lean
/-- A two-level idempotent fills the levels of a two-level Hamiltonian below `μ = 0` with margin
`g` if the bounds on the form hold for the amplitudes `x`, `y` of its range and of its kernel. -/
theorem twoLevel_fills {g a b c p q r : ℝ}
    (h1 : p * p + q * q = p) (h2 : p * q + q * r = q) (h3 : q * q + r * r = r)
    (hb : ∀ x y : ℝ, p * x + q * y = x → q * x + r * y = y →
      a * x ^ 2 + 2 * b * x * y + c * y ^ 2 ≤ -g * (x ^ 2 + y ^ 2))
    (ha : ∀ x y : ℝ, p * x + q * y = 0 → q * x + r * y = 0 →
      g * (x ^ 2 + y ^ 2) ≤ a * x ^ 2 + 2 * b * x * y + c * y ^ 2) :
    Fills 0 g (twoLevel a b c) (twoLevel p q r) where
  idem v := by
    refine PiLp.ext (Fin.forall_fin_two.2 ⟨?_, ?_⟩)
    · change p * (p * v 0 + q * v 1) + q * (q * v 0 + r * v 1) = p * v 0 + q * v 1
      linear_combination v 0 * h1 + v 1 * h2
    · change q * (p * v 0 + q * v 1) + r * (q * v 0 + r * v 1) = q * v 0 + r * v 1
      linear_combination v 0 * h2 + v 1 * h3
  below v h := by
    have h := hb (v 0) (v 1) (congrArg (fun w => w 0) h) (congrArg (fun w => w 1) h)
    simp only [expect_twoLevel, EuclideanSpace.norm_sq_eq, Fin.sum_univ_two,
      Real.norm_eq_abs, sq_abs]
    linarith
  above v h := by
    have h := ha (v 0) (v 1) (congrArg (fun w => w 0) h) (congrArg (fun w => w 1) h)
    simp only [expect_twoLevel, EuclideanSpace.norm_sq_eq, Fin.sum_univ_two,
      Real.norm_eq_abs, sq_abs]
    linarith
```

Levels at −1 and 1 with an added coupling 3/4 satisfy every hypothesis with g = 1. The coupling shifts the energy of a unit vector by at most 3/4. It also rotates the occupied state from (1, 0) to (3, −1)/√10, so P and Q differ although their traces agree.

```lean
/-- Two levels at `-1` and `1`, perturbed by a coupling `3/4`, meet all hypotheses of
`trace_eq_of_perturbation_lt_gap` with `μ = 0`, `g = 1` and two different projectors. -/
theorem trace_eq_of_perturbation_lt_gap_witness :
    Fills 0 1 (twoLevel (-1) 0 1) (twoLevel 1 0 0) ∧
    Fills 0 0 (twoLevel (-1) (3 / 4) 1) (twoLevel (9 / 10) (-3 / 10) (1 / 10)) ∧
    ∀ v, v ≠ 0 →
      |expect (twoLevel (-1) (3 / 4) 1 - twoLevel (-1) 0 1) v| < 1 * ‖v‖ ^ 2 := by
  refine ⟨twoLevel_fills (by norm_num) (by norm_num) (by norm_num) ?_ ?_,
    twoLevel_fills (by norm_num) (by norm_num) (by norm_num) ?_ ?_, ?_⟩
  · intro x y _ hy
    obtain rfl : y = 0 := by linarith
    exact le_of_eq (by ring)
  · intro x y hx _
    obtain rfl : x = 0 := by linarith
    exact le_of_eq (by ring)
  · intro x y hx _
    obtain rfl : x = -3 * y := by linarith
    nlinarith [sq_nonneg y]
  · intro x y hx _
    obtain rfl : y = 3 * x := by linarith
    nlinarith [sq_nonneg x]
  · intro v hv
    have hpos : 0 < ‖v‖ ^ 2 := pow_pos (norm_pos_iff.2 hv) 2
    simp only [EuclideanSpace.norm_sq_eq, Fin.sum_univ_two, Real.norm_eq_abs, sq_abs] at hpos ⊢
    rw [expect_sub, expect_twoLevel, expect_twoLevel, abs_lt]
    constructor <;> nlinarith [sq_nonneg (v 0 + v 1), sq_nonneg (v 0 - v 1)]
```

## A level raised exactly to μ

With ≤ in place of <, the conclusion can fail. For g > 0, start from levels −g and g with μ = 0, and raise the lower one to 0. Its energy changes by exactly g, and Q = 0 is admissible because margin zero lets a level at μ count as empty. The trace drops from 1 to 0. At g = 0 both Hamiltonians vanish, and the same two projectors still qualify.

In the proof, `htr` computes the trace as the sum of the diagonal entries; the remaining steps verify the bounds in the two amplitudes.

```lean
/-- The strict bound cannot be relaxed: for `g ≥ 0`, raising the lower of two levels `-g`, `g` to
`μ = 0` changes the form by at most `g ‖v‖²`, yet the traces of the two projectors are 1 and 0. -/
theorem strict_bound_sharp {g : ℝ} (hg : 0 ≤ g) :
    Fills 0 g (twoLevel (-g) 0 g) (twoLevel 1 0 0) ∧
    Fills 0 0 (twoLevel 0 0 g) (twoLevel 0 0 0) ∧
    (∀ v, |expect (twoLevel 0 0 g - twoLevel (-g) 0 g) v| ≤ g * ‖v‖ ^ 2) ∧
    LinearMap.trace ℝ _ (twoLevel 1 0 0) = 1 ∧ LinearMap.trace ℝ _ (twoLevel 0 0 0) = 0 := by
  have htr : ∀ a b c : ℝ, LinearMap.trace ℝ _ (twoLevel a b c) = a + c := by
    intro a b c
    rw [LinearMap.trace_eq_matrix_trace ℝ (EuclideanSpace.basisFun (Fin 2) ℝ).toBasis,
      Matrix.trace_fin_two]
    simp [LinearMap.toMatrix_apply, twoLevel]
  refine ⟨twoLevel_fills (by norm_num) (by norm_num) (by norm_num) ?_ ?_,
    twoLevel_fills (by norm_num) (by norm_num) (by norm_num) ?_ ?_, ?_, ?_, ?_⟩
  · intro x y _ hy
    obtain rfl : y = 0 := by linarith
    exact le_of_eq (by ring)
  · intro x y hx _
    obtain rfl : x = 0 := by linarith
    exact le_of_eq (by ring)
  · intro x y hx hy
    obtain rfl : x = 0 := by linarith
    obtain rfl : y = 0 := by linarith
    exact le_of_eq (by ring)
  · intro x y _ _
    have h := mul_nonneg hg (sq_nonneg y)
    linarith
  · intro v
    have h0 := mul_nonneg hg (sq_nonneg (v 0))
    have h1 := mul_nonneg hg (sq_nonneg (v 1))
    simp only [EuclideanSpace.norm_sq_eq, Fin.sum_univ_two, Real.norm_eq_abs, sq_abs]
    rw [expect_sub, expect_twoLevel, expect_twoLevel, abs_le]
    constructor <;> linarith
  · rw [htr, add_zero]
  · rw [htr, add_zero]

end

end GrandCanonicalPurification
```

```lean
#print axioms GrandCanonicalPurification.trace_eq_of_perturbation_lt_gap
-- 'GrandCanonicalPurification.trace_eq_of_perturbation_lt_gap' depends on axioms: [propext, Classical.choice, Quot.sound]
#print axioms GrandCanonicalPurification.trace_constant_along_sequence
-- 'GrandCanonicalPurification.trace_constant_along_sequence' depends on axioms: [propext, Classical.choice, Quot.sound]
#print axioms GrandCanonicalPurification.strict_bound_sharp
-- 'GrandCanonicalPurification.strict_bound_sharp' depends on axioms: [propext, Classical.choice, Quot.sound]
```
